# Charge and magnetization channels of the paramagnetic spin dielectric matrix

## Definitions and conventions

Let n be a finite index set of grid points or basis functions. A spin-resolved vector v = (v↑, v↓) is a real function on `n ⊕ n`, with `Sum.inl i` the up component at i and `Sum.inr i` the down component. A block matrix is written (P, Q; R, U), rows separated by the semicolon, as in `fromBlocks P Q R U`.

```lean
import Mathlib

open Matrix Filter Topology

namespace SpinChannelMixing

noncomputable section

variable {n : Type*} [Fintype n] [DecidableEq n]
```

Let F map an input density to the output density, with fixed point ρ*. For an input with error e = ρ − ρ*, the residual r = F(ρ) − ρ is to first order

r = −ε e,  ε = 1 − F′(ρ*).

At a paramagnetic fixed point, symmetry under exchange of up and down gives

ε = (A, B; B, A).

The linearisation and this block form are built into the definitions and are not derived. A and B are arbitrary real square matrices, not necessarily symmetric.

```lean
/-- Paramagnetic spin dielectric matrix: same-spin block `A`, opposite-spin block `B`. -/
def spinDielectric (A B : Matrix n n ℝ) : Matrix (n ⊕ n) (n ⊕ n) ℝ :=
  fromBlocks A B B A
```

The changes of basis are

T = (1, 1; 1, −1),  S = T/2.

T is unnormalised. The orthogonal matrix is T/√2, with channels (v↑ ± v↓)/√2, and conjugation by it has the same effect.

```lean
/-- Change of basis from (up, down) to (charge, magnetization). -/
def toChannels (n : Type*) [DecidableEq n] : Matrix (n ⊕ n) (n ⊕ n) ℝ :=
  fromBlocks 1 1 1 (-1)

/-- Change of basis from (charge, magnetization) to (up, down). -/
def fromChannels (n : Type*) [DecidableEq n] : Matrix (n ⊕ n) (n ⊕ n) ℝ :=
  fromBlocks ((1 / 2 : ℝ) • 1) ((1 / 2 : ℝ) • 1) ((1 / 2 : ℝ) • 1) (-((1 / 2 : ℝ) • 1))
```

The charge and magnetization parts are c(v) = v↑ + v↓ and m(v) = v↑ − v↓.

```lean
/-- Charge part of a spin-resolved vector: up plus down. -/
def charge (v : n ⊕ n → ℝ) : n → ℝ := fun i => v (Sum.inl i) + v (Sum.inr i)

/-- Magnetization part of a spin-resolved vector: up minus down. -/
def magnetization (v : n ⊕ n → ℝ) : n → ℝ := fun i => v (Sum.inl i) - v (Sum.inr i)
```

With real mixing parameters a and b of any sign, one step is

e↑ → e↑ + (a c(r) + b m(r))/2,
e↓ → e↓ + (a c(r) − b m(r))/2,

with r = −ε e.

```lean
/-- Mixing rule: add to `e` the charge part of the residual `r` scaled by `a` and its
magnetization part scaled by `b`, expressed in spin components. -/
def mixUpdate (a b : ℝ) (e r : n ⊕ n → ℝ) : n ⊕ n → ℝ :=
  Sum.elim (fun i => e (Sum.inl i) + (a * charge r i + b * magnetization r i) / 2)
    (fun i => e (Sum.inr i) + (a * charge r i - b * magnetization r i) / 2)

/-- One linearised SCF step for the density error `e`, whose residual is `-ε e`. -/
def mixStep (A B : Matrix n n ℝ) (a b : ℝ) (e : n ⊕ n → ℝ) : n ⊕ n → ℝ :=
  mixUpdate a b e (-(spinDielectric A B *ᵥ e))
```

The mixer and the iteration matrix are

M = ½ (a+b, a−b; a−b, a+b),  J = 1 − M ε,

with each entry of M a multiple of the unit matrix.

```lean
/-- The mixing matrix in the spin basis, with blocks `(a+b)/2` and `(a-b)/2`. -/
def spinMixer (n : Type*) [DecidableEq n] (a b : ℝ) : Matrix (n ⊕ n) (n ⊕ n) ℝ :=
  fromBlocks (((a + b) / 2) • 1) (((a - b) / 2) • 1) (((a - b) / 2) • 1) (((a + b) / 2) • 1)

/-- The iteration matrix `1 - M ε` in the spin basis. -/
def iteration (A B : Matrix n n ℝ) (a b : ℝ) : Matrix (n ⊕ n) (n ⊕ n) ℝ :=
  1 - spinMixer n a b * spinDielectric A B
```

Below, J_c = 1 − a(A+B), J_m = 1 − b(A−B), and χ(X) = det(x·1 − X) is `charpoly`, a polynomial in x. For collinear spin-polarised SCF, linearised at a non-magnetic fixed point in a finite basis, the results say that a acts only on the charge error and b only on the magnetization error.

## (a) T and S are inverse

Show T S = 1 and S T = 1.

Solution.

T S = (½+½, ½−½; ½−½, ½+½) = (1, 0; 0, 1).

A one-sided inverse of a finite square matrix is two-sided, so S T = 1. In Lean, `fromBlocks_multiply` forms the product, `fromBlocks_inj` splits it into four block equations that `module` closes, and `mul_eq_one_comm` gives the other order.

```lean
/-- The two changes of basis are inverse to each other. -/
theorem channels_inverse :
    toChannels n * fromChannels n = 1 ∧ fromChannels n * toChannels n = 1 := by
  have h : toChannels n * fromChannels n = 1 := by
    rw [toChannels, fromChannels, fromBlocks_multiply, ← fromBlocks_one, fromBlocks_inj]
    simp only [one_mul, neg_mul, neg_neg]
    refine ⟨?_, ?_, ?_, ?_⟩ <;> module
  exact ⟨h, mul_eq_one_comm.mp h⟩
```

## (b) Block diagonal form of ε

Show T ε S = (A+B, 0; 0, A−B).

Solution.

T ε = (A+B, A+B; A−B, −(A−B)).

Multiplying by S on the right puts half the sum of the two block columns in the first column and half their difference in the second. The first row becomes (A+B, 0) and the second (0, A−B). The tactics are those of part (a), with two products.

```lean
/-- In the channel basis the dielectric matrix is block diagonal with blocks `A+B`, `A-B`. -/
theorem dielectric_similar (A B : Matrix n n ℝ) :
    toChannels n * spinDielectric A B * fromChannels n = fromBlocks (A + B) 0 0 (A - B) := by
  rw [toChannels, fromChannels, spinDielectric, fromBlocks_multiply, fromBlocks_multiply,
    fromBlocks_inj]
  simp only [one_mul, mul_one, neg_mul, mul_neg, mul_smul_comm]
  refine ⟨?_, ?_, ?_, ?_⟩ <;> module
```

## (c) Characteristic polynomial of ε

Show χ(ε) = χ(A+B) χ(A−B).

Solution. For square X and Y, χ(XY) = χ(YX). With X = T ε and Y = S,

χ(T ε S) = χ(S T ε) = χ(ε).

The left side is χ of the matrix in part (b), and for a block matrix with zero upper right block χ is the product over the diagonal blocks. The two rules are `Matrix.charpoly_mul_comm` and `Matrix.charpoly_fromBlocks_zero₁₂`.

```lean
/-- The characteristic polynomial of the spin dielectric matrix is the product of those of
`A+B` and `A-B`. -/
theorem charpoly_dielectric (A B : Matrix n n ℝ) :
    (spinDielectric A B).charpoly = (A + B).charpoly * (A - B).charpoly := by
  have h := Matrix.charpoly_mul_comm (toChannels n * spinDielectric A B) (fromChannels n)
  rw [dielectric_similar, ← mul_assoc, channels_inverse.2, one_mul,
    Matrix.charpoly_fromBlocks_zero₁₂] at h
  exact h.symm
```

## (d) One step is multiplication by J

Show that the mixing step sends e to J e.

Solution. Expanding c(r) and m(r),

(a(r↑+r↓) + b(r↑−r↓))/2 = ½(a+b) r↑ + ½(a−b) r↓,
(a(r↑+r↓) − b(r↑−r↓))/2 = ½(a−b) r↑ + ½(a+b) r↓.

The update is therefore e + M r = e − M ε e = J e. The auxiliary `h` makes this expansion componentwise for the residual `-r`, so its `r` is later ε e.

```lean
/-- One mixing step multiplies the error by the iteration matrix. -/
theorem mixStep_eq (A B : Matrix n n ℝ) (a b : ℝ) (e : n ⊕ n → ℝ) :
    mixStep A B a b e = iteration A B a b *ᵥ e := by
  -- the mixing rule is linear in the residual, with matrix `spinMixer`
  have h : ∀ r : n ⊕ n → ℝ, mixUpdate a b e (-r) = e - spinMixer n a b *ᵥ r := by
    intro r
    ext (i | i) <;>
      simp [mixUpdate, charge, magnetization, spinMixer, Matrix.mulVec, dotProduct,
        Fintype.sum_sum_type, Matrix.one_apply] <;> ring
  rw [mixStep, h, iteration, Matrix.sub_mulVec, Matrix.one_mulVec, Matrix.mulVec_mulVec]
```

## (e) Block diagonal form of J

Show T J S = (J_c, 0; 0, J_m).

Solution. M has the form of ε with blocks ½(a+b) and ½(a−b), whose sum is a and whose difference is b, so T M S = (a, 0; 0, b). Inserting S T = 1 between M and ε,

T J S = T S − (T M S)(T ε S) = 1 − (a(A+B), 0; 0, b(A−B)).

`hM` obtains T M S by direct multiplication, `hins` is the insertion, and the last `rw` chain is the displayed line.

```lean
/-- In the channel basis the iteration matrix is block diagonal with blocks `1 - a(A+B)` and
`1 - b(A-B)`. -/
theorem iteration_similar (A B : Matrix n n ℝ) (a b : ℝ) :
    toChannels n * iteration A B a b * fromChannels n
      = fromBlocks (1 - a • (A + B)) 0 0 (1 - b • (A - B)) := by
  -- the mixer is `diag (a, b)` in the channel basis
  have hM : toChannels n * spinMixer n a b * fromChannels n
      = fromBlocks (a • 1) 0 0 (b • 1) := by
    rw [toChannels, fromChannels, spinMixer, fromBlocks_multiply, fromBlocks_multiply,
      fromBlocks_inj]
    simp only [mul_one, mul_neg, mul_smul_comm]
    refine ⟨?_, ?_, ?_, ?_⟩ <;> module
  -- insert the identity between mixer and dielectric matrix
  have hins : toChannels n * spinMixer n a b * fromChannels n
        * (toChannels n * spinDielectric A B * fromChannels n)
      = toChannels n * (spinMixer n a b * spinDielectric A B) * fromChannels n := by
    calc _ = toChannels n * spinMixer n a b * (fromChannels n * toChannels n)
          * spinDielectric A B * fromChannels n := by simp only [mul_assoc]
      _ = _ := by
          rw [channels_inverse.2]
          simp only [mul_one, mul_assoc]
  rw [iteration, mul_sub, sub_mul, mul_one, channels_inverse.1, ← hins, hM,
    dielectric_similar, fromBlocks_multiply, sub_eq_iff_eq_add, fromBlocks_add,
    ← fromBlocks_one, fromBlocks_inj]
  simp only [one_mul, zero_mul, mul_zero, smul_mul_assoc]
  refine ⟨?_, ?_, ?_, ?_⟩ <;> module
```

## (f) Characteristic polynomial of J

Show χ(J) = χ(J_c) χ(J_m).

Solution. As in part (c) with X = T J,

χ(J) = χ(S T J) = χ(T J S) = χ(J_c) χ(J_m).

```lean
/-- The characteristic polynomial of the iteration matrix is the product of those of
`1 - a(A+B)` and `1 - b(A-B)`. -/
theorem charpoly_iteration (A B : Matrix n n ℝ) (a b : ℝ) :
    (iteration A B a b).charpoly
      = (1 - a • (A + B)).charpoly * (1 - b • (A - B)).charpoly := by
  have h := Matrix.charpoly_mul_comm (toChannels n * iteration A B a b) (fromChannels n)
  rw [iteration_similar, ← mul_assoc, channels_inverse.2, one_mul,
    Matrix.charpoly_fromBlocks_zero₁₂] at h
  exact h.symm
```

## (g) One step in the channels

Show c(e′) = J_c c(e) and m(e′) = J_m m(e), where e′ is the error after one step.

Solution. T v = (c(v), m(v)) for every v, which is `hT`. With D = (J_c, 0; 0, J_m), part (e) gives D T = T J S T = T J, which is `hJ`. Then

T e′ = T J e = D T e = (J_c c(e), J_m m(e)),

and `congrFun` at `Sum.inl i` and `Sum.inr i` reads off the two halves.

```lean
/-- One step multiplies the charge error by `1 - a(A+B)` and the magnetization error by
`1 - b(A-B)`. -/
theorem channels_step (A B : Matrix n n ℝ) (a b : ℝ) (e : n ⊕ n → ℝ) :
    charge (mixStep A B a b e) = (1 - a • (A + B)) *ᵥ charge e ∧
    magnetization (mixStep A B a b e) = (1 - b • (A - B)) *ᵥ magnetization e := by
  have hT : ∀ v : n ⊕ n → ℝ,
      toChannels n *ᵥ v = Sum.elim (charge v) (magnetization v) := by
    intro v
    ext (i | i) <;>
      simp [toChannels, charge, magnetization, fromBlocks_mulVec, Matrix.neg_mulVec,
        sub_eq_add_neg]
  have hJ : fromBlocks (1 - a • (A + B)) 0 0 (1 - b • (A - B)) * toChannels n
      = toChannels n * iteration A B a b := by
    rw [← iteration_similar, mul_assoc, channels_inverse.2, mul_one]
  have h : toChannels n *ᵥ mixStep A B a b e
      = fromBlocks (1 - a • (A + B)) 0 0 (1 - b • (A - B)) *ᵥ (toChannels n *ᵥ e) := by
    rw [mixStep_eq, Matrix.mulVec_mulVec, Matrix.mulVec_mulVec, hJ]
  rw [hT, hT, fromBlocks_mulVec, Sum.elim_comp_inl, Sum.elim_comp_inr, Matrix.zero_mulVec,
    Matrix.zero_mulVec, add_zero, zero_add] at h
  exact ⟨funext fun i => congrFun h (Sum.inl i), funext fun i => congrFun h (Sum.inr i)⟩
```

## (h) k steps in the channels

Let e_k be the error after k steps from e, in Lean `(mixStep A B a b)^[k] e`. Show c(e_k) = J_c^k c(e) and m(e_k) = J_m^k m(e) for every natural number k.

Solution. For k = 0 both sides are c(e) and m(e). If the claim holds for k, part (g) gives

c(e_{k+1}) = J_c c(e_k) = J_c J_c^k c(e) = J_c^{k+1} c(e),

and likewise for m. `Function.iterate_succ_apply'` peels off the last step and `pow_succ'` collects the power.

```lean
/-- After `k` steps the charge error is multiplied by `(1 - a(A+B))^k` and the magnetization
error by `(1 - b(A-B))^k`. -/
theorem channels_iterate (A B : Matrix n n ℝ) (a b : ℝ) (e : n ⊕ n → ℝ) (k : ℕ) :
    charge ((mixStep A B a b)^[k] e) = (1 - a • (A + B)) ^ k *ᵥ charge e ∧
    magnetization ((mixStep A B a b)^[k] e) = (1 - b • (A - B)) ^ k *ᵥ magnetization e := by
  induction k with
  | zero => simp
  | succ k ih =>
    rw [Function.iterate_succ_apply', (channels_step A B a b _).1,
      (channels_step A B a b _).2, ih.1, ih.2, Matrix.mulVec_mulVec, Matrix.mulVec_mulVec,
      ← pow_succ', ← pow_succ']
    exact ⟨rfl, rfl⟩
```

## (i) Convergence

Show that e_k → 0 for every starting error e if and only if J_c^k c → 0 for every vector c and J_m^k m → 0 for every vector m.

Solution. Limits are componentwise (`tendsto_pi_nhds`). Suppose every e_k → 0. The start e = (c, 0) has charge c, so

J_c^k c = c(e_k) = e_k↑ + e_k↓ → 0.

The start (m, 0) has magnetization m, and the difference e_k↑ − e_k↓ gives J_m^k m → 0. Conversely,

e_k↑ = (J_c^k c(e) + J_m^k m(e))/2,  e_k↓ = (J_c^k c(e) − J_m^k m(e))/2,

and both tend to zero. In Lean, `.add`, `.sub` and `.div_const 2` combine the limits, and `ht.congr` matches the sequences by part (h). The theorem is an equivalence for the linear iteration. It gives no eigenvalue criterion, rate or admissible range of a and b, and it does not treat the nonlinear map F.

```lean
/-- The mixed iteration drives every spin-resolved error to zero if and only if the charge
iteration and the magnetization iteration each drive every vector to zero. -/
theorem converges_iff (A B : Matrix n n ℝ) (a b : ℝ) :
    (∀ e, Tendsto (fun k => (mixStep A B a b)^[k] e) atTop (𝓝 0)) ↔
      (∀ c : n → ℝ, Tendsto (fun k => (1 - a • (A + B)) ^ k *ᵥ c) atTop (𝓝 0)) ∧
      (∀ m : n → ℝ, Tendsto (fun k => (1 - b • (A - B)) ^ k *ᵥ m) atTop (𝓝 0)) := by
  simp only [tendsto_pi_nhds, Pi.zero_apply]
  constructor
  · intro h
    constructor
    · -- start from an error with all its charge `c` in the up component
      intro c i
      have hc : charge (Sum.elim c (0 : n → ℝ)) = c := by ext j; simp [charge]
      have ht := (h (Sum.elim c 0) (Sum.inl i)).add (h (Sum.elim c 0) (Sum.inr i))
      rw [add_zero] at ht
      refine ht.congr fun k => ?_
      have hk := congrFun (channels_iterate A B a b (Sum.elim c 0) k).1 i
      rw [hc] at hk
      exact hk
    · intro m i
      have hm : magnetization (Sum.elim m (0 : n → ℝ)) = m := by ext j; simp [magnetization]
      have ht := (h (Sum.elim m 0) (Sum.inl i)).sub (h (Sum.elim m 0) (Sum.inr i))
      rw [sub_zero] at ht
      refine ht.congr fun k => ?_
      have hk := congrFun (channels_iterate A B a b (Sum.elim m 0) k).2 i
      rw [hm] at hk
      exact hk
  · -- spin components are half the sum and half the difference of the channels
    rintro ⟨hc, hm⟩ e (i | i)
    · have ht := ((hc (charge e) i).add (hm (magnetization e) i)).div_const 2
      rw [add_zero, zero_div] at ht
      refine ht.congr fun k => ?_
      rw [← (channels_iterate A B a b e k).1, ← (channels_iterate A B a b e k).2]
      simp only [charge, magnetization]
      ring
    · have ht := ((hc (charge e) i).sub (hm (magnetization e) i)).div_const 2
      rw [sub_zero, zero_div] at ht
      refine ht.congr fun k => ?_
      rw [← (channels_iterate A B a b e k).1, ← (channels_iterate A B a b e k).2]
      simp only [charge, magnetization]
      ring

end

end SpinChannelMixing
```

```lean
#print axioms SpinChannelMixing.charpoly_dielectric
#print axioms SpinChannelMixing.charpoly_iteration
#print axioms SpinChannelMixing.converges_iff
```

```
'SpinChannelMixing.charpoly_dielectric' depends on axioms: [propext, Classical.choice, Quot.sound]
'SpinChannelMixing.charpoly_iteration' depends on axioms: [propext, Classical.choice, Quot.sound]
'SpinChannelMixing.converges_iff' depends on axioms: [propext, Classical.choice, Quot.sound]
```

## Unequal spin blocks, and matrix mixers

The example and the extension below are worked on paper only. At a magnetic fixed point the diagonal blocks of ε can differ. Take one point and ε = (1, 0; 0, 3). Then

T ε S = (2, −1; −1, 2),

so the channels couple, and χ(ε) = (x−1)(x−3) differs from the product (x−2)² over the diagonal blocks. With a = b = ¾ both diagonal entries of T J S are −½, yet J = (¼, 0; 0, −5/4) and a down error grows.

If a and b are replaced by matrices P and Q acting on c(r) and m(r), as for a preconditioner on the charge channel, the mixer is M = S (P, 0; 0, Q) T, and the insertion in part (e) yields the blocks 1 − P(A+B) and 1 − Q(A−B).
